# The Jucys cycle formula: a cycle-weighted sum over permutations as an ordered product

To antisymmetrise a function of n electrons, one can subtract from it its exchanges of the last electron with each earlier one, then treat the result in the same way for the next-to-last electron, and so on down to the first. Up to normalisation, these n steps replace a signed sum over all n! permutations. They are a special case of an identity in the group algebra of the symmetric group, with a free parameter t in place of the sign.

## Points, cycles and exchange sums

Electrons are labelled 0, …, n−1, as in Lean's `Fin n`; textbooks usually start at 1. A product στ of permutations applies τ first, and (i k) is the exchange `swap i k`.

```lean
import Mathlib

open Equiv Finset

namespace JucysCycleFormula

noncomputable section

variable {α : Type*} [Fintype α] [DecidableEq α]
```

For a finite set s of points, let P(s) be the set of permutations that move only points of s. This is `permsOn s`.

```lean
/-- The permutations that move only points of `s`. -/
def permsOn (s : Finset α) : Finset (Perm α) :=
  univ.filter fun σ => ∀ j, j ∉ s → σ j = j
```

Let N(σ) be the number of cycles of σ of length at least two. Lean's `cycleType` lists the lengths of just these cycles, so N(σ) is its cardinality. Adding the number of fixed points of σ in s gives c(s, σ), written `cyclesOn s σ`. For σ in P(s) it is the full cycle count on s. When s contains all points, we write c(σ).

```lean
/-- The number of cycles of a permutation that moves only points of `s`, where each
fixed point in `s` counts as a cycle of length one. -/
def cyclesOn (s : Finset α) (σ : Perm α) : ℕ :=
  Multiset.card σ.cycleType + (s.filter fun j => σ j = j).card
```

The Jucys-Murphy element X_k is the sum of the exchanges (i k) over all i < k, so X_0 = 0. It lives in the group algebra `MonoidAlgebra R (Perm (Fin n))`, whose elements are formal combinations of permutations with coefficients in a commutative ring R. The map `MonoidAlgebra.of` regards a permutation as an element of this algebra.

```lean
/-- The Jucys-Murphy element `X_k`, the sum of the transpositions `(i k)` with `i < k`. -/
def jucysMurphy (R : Type*) [CommRing R] {n : ℕ} (k : Fin n) :
    MonoidAlgebra R (Perm (Fin n)) :=
  ∑ i ∈ Iio k, MonoidAlgebra.of R (Perm (Fin n)) (swap i k)
```

## (a) Cutting a point out of a long cycle

Let τ(k) ≠ k and τ(τ(k)) ≠ k, so that k lies in a cycle of length at least three. Show that

N((k τ(k)) τ) = N(τ).

Write the cycle as k → a → b → … → z → k, where b = z if the length is three. After multiplication by (k a) on the left, k goes to a and back to k, so it is fixed. The point z now goes to a, and the other arrows stay. What remains is the cycle a → b → … → z → a, of length at least two. All other cycles are untouched.

The Lean proof writes τ = r c, with c the cycle through k and r the disjoint rest. `IsCycle.swap_mul` shows that the shortened c is still a cycle, and both sides equal N(r) + 1.

```lean
/-- Cutting a point `k` out of a cycle of length at least three leaves the number of
nontrivial cycles unchanged. -/
theorem card_cycleType_cut {τ : Perm α} {k : α} (h1 : τ k ≠ k) (h2 : τ (τ k) ≠ k) :
    Multiset.card (swap k (τ k) * τ).cycleType = Multiset.card τ.cycleType := by
  -- split off the cycle `c` through `k`; the rest `r` is disjoint from it
  have hc : (τ.cycleOf k).IsCycle := Perm.isCycle_cycleOf τ h1
  have ck : τ.cycleOf k k = τ k := Perm.cycleOf_apply_self τ k
  have cck : τ.cycleOf k (τ k) = τ (τ k) := Perm.cycleOf_apply_apply_self τ k
  have hd : Perm.Disjoint (τ * (τ.cycleOf k)⁻¹) (τ.cycleOf k) :=
    Perm.disjoint_mul_inv_of_mem_cycleFactorsFinset
      (Perm.cycleOf_mem_cycleFactorsFinset_iff.mpr (Perm.mem_support.mpr h1))
  generalize τ.cycleOf k = c at hc ck cck hd
  obtain ⟨r, hr⟩ : ∃ r, r = τ * c⁻¹ := ⟨_, rfl⟩
  rw [← hr] at hd
  have hτ : τ = r * c := by rw [hr, inv_mul_cancel_right]
  have hs : Perm.Disjoint r (swap k (τ k)) := by
    intro x
    rcases hd x with h | h
    · exact Or.inl h
    · right
      apply swap_apply_of_ne_of_ne
      · intro e
        rw [e, ck] at h
        exact h1 h
      · intro e
        rw [e, cck] at h
        exact h1 (τ.injective h)
  have hcut : (swap k (τ k) * c).IsCycle := by
    have h := hc.swap_mul (x := k) (by rw [ck]; exact h1) (by rw [ck, cck]; exact h2)
    rwa [ck] at h
  have e : swap k (τ k) * τ = r * (swap k (τ k) * c) := by
    calc swap k (τ k) * τ = swap k (τ k) * (r * c) := congrArg _ hτ
      _ = (swap k (τ k) * r) * c := (mul_assoc _ _ _).symm
      _ = (r * swap k (τ k)) * c := by rw [hs.commute.eq]
      _ = r * (swap k (τ k) * c) := mul_assoc _ _ _
  have e2 : Multiset.card τ.cycleType = Multiset.card r.cycleType + 1 := by
    rw [hτ, hd.cycleType_mul, hc.cycleType, Multiset.card_add, Multiset.card_singleton]
  rw [e, (hs.mul_right hd).cycleType_mul, hcut.cycleType, Multiset.card_add,
    Multiset.card_singleton, e2]
```

## (b) A new point that stays fixed

Let k lie outside s and let σ(k) = k. Show that

c(s ∪ {k}, σ) = c(s, σ) + 1.

N(σ) doesn't depend on s, and the enlarged set has exactly one more fixed point, namely k. In Lean, `filter_insert` adds k to the set of fixed points.

```lean
/-- A new point `k` that stays fixed adds one cycle. -/
theorem cyclesOn_insert {s : Finset α} {k : α} {σ : Perm α} (hks : k ∉ s) (hk : σ k = k) :
    cyclesOn (insert k s) σ = cyclesOn s σ + 1 := by
  unfold cyclesOn
  rw [filter_insert, if_pos hk, card_insert_of_notMem (by simp [hks]), add_assoc]
```

## (c) A new point joined to an old one

Keep these assumptions and let i be a point of s. Show that

c(s ∪ {k}, σ (i k)) = c(s, σ).

The permutation τ = σ (i k) sends i to k and k to σ(i).

If σ(i) = i, two fixed points merge into a two-cycle. Relative to σ on s, one fixed point is lost and one nontrivial cycle is gained.

If σ(i) ≠ i, then k is inserted between i and σ(i), and the fixed points in the set are the same as before. Since τ(k) = σ(i) ≠ k and τ(τ(k)) = σ(σ(i)) ≠ k, part (a) applies. The cut gives back σ:

(k σ(i)) σ (i k) = σ (i k) (i k) = σ.

Hence N(τ) = N(σ). In the code, `hfix` records the change in fixed points, and the split on `σ i = i` separates the two cases.

```lean
/-- If `σ` fixes the new point `k`, joining `k` to an old point `i` by the transposition
`(i k)` gives as many cycles on the enlarged set as `σ` has on the old one. -/
theorem cyclesOn_mul_swap {s : Finset α} {k i : α} {σ : Perm α} (hks : k ∉ s) (hi : i ∈ s)
    (hk : σ k = k) : cyclesOn (insert k s) (σ * swap i k) = cyclesOn s σ := by
  have hik : i ≠ k := fun h => hks (h ▸ hi)
  have hσ : σ i ≠ k := fun h => hik (σ.injective (h.trans hk.symm))
  -- the only fixed point that can be lost is `i`
  have hfix : ((insert k s).filter fun j => (σ * swap i k) j = j)
      = (s.filter fun j => σ j = j).erase i := by
    ext j
    simp only [mem_erase, mem_filter, mem_insert]
    by_cases hjk : j = k
    · simp [hjk, hσ, hks]
    · by_cases hji : j = i
      · simp [hji, hk, hik.symm]
      · simp [hjk, hji, swap_apply_of_ne_of_ne hji hjk]
  unfold cyclesOn
  rw [hfix]
  by_cases hii : σ i = i
  · -- two fixed points merge into a new two-cycle
    have hd : Perm.Disjoint σ (swap i k) := by
      intro x
      by_cases hxi : x = i
      · left; rw [hxi, hii]
      · by_cases hxk : x = k
        · left; rw [hxk, hk]
        · right; exact swap_apply_of_ne_of_ne hxi hxk
    have hmem : i ∈ s.filter fun j => σ j = j := mem_filter.mpr ⟨hi, hii⟩
    have hcard := card_erase_add_one hmem
    rw [hd.cycleType_mul, (Perm.isCycle_swap hik).cycleType, Multiset.card_add,
      Multiset.card_singleton]
    omega
  · -- `k` is inserted into the cycle through `i`
    rw [erase_eq_of_notMem (by simp [hii])]
    have h := card_cycleType_cut (τ := σ * swap i k) (k := k) (by simpa using hσ) (by
      rw [Perm.mul_apply, Perm.mul_apply, swap_apply_right, swap_apply_of_ne_of_ne hii hσ]
      exact fun h => hσ (σ.injective (h.trans hk.symm)))
    have e : swap k ((σ * swap i k) k) * (σ * swap i k) = σ := by
      rw [Perm.mul_apply, swap_apply_right, mul_swap_eq_swap_mul, hk, swap_comm k (σ i),
        ← mul_assoc, swap_mul_self, one_mul]
    rw [e] at h
    rw [h]
```

## (d) Splitting a sum over permutations

Let k lie outside s, and let g be a function on permutations whose values can be added. Show that

Σ_{τ ∈ P(s ∪ {k})} g(τ) = Σ_{σ ∈ P(s)} [ g(σ) + Σ_{i ∈ s} g(σ (i k)) ].

Given τ, put i = τ⁻¹(k). If i = k, then τ already belongs to P(s). Otherwise τ moves i, so i lies in s. Then σ = τ (i k) sends k to τ(i) = k and fixes every point outside s ∪ {k}, so σ belongs to P(s), and τ = σ (i k). Conversely, σ (i k) sends i to k, so i and then σ can be recovered from it. Each τ therefore occurs exactly once.

Lean includes the first term as the case i = k, where `swap k k` is the identity. `sum_nbij'` then matches pairs (σ, i) with permutations τ through the two inverse maps above.

```lean
/-- Each permutation of `s` and one new point `k` is, in exactly one way, `σ` or `σ (i k)`
with `σ` a permutation of `s` and `i` in `s`; sums over permutations split accordingly. -/
theorem sum_permsOn_insert {M : Type*} [AddCommMonoid M] {s : Finset α} {k : α}
    (hks : k ∉ s) (g : Perm α → M) :
    ∑ τ ∈ permsOn (insert k s), g τ
      = ∑ σ ∈ permsOn s, (g σ + ∑ i ∈ s, g (σ * swap i k)) := by
  have h0 : ∀ σ : Perm α, g σ + ∑ i ∈ s, g (σ * swap i k)
      = ∑ i ∈ insert k s, g (σ * swap i k) := by
    intro σ
    have h1 : σ * swap k k = σ := by
      ext x
      simp
    rw [sum_insert hks, h1]
  rw [sum_congr rfl fun σ _ => h0 σ,
    ← sum_product' (permsOn s) (insert k s) fun σ i => g (σ * swap i k)]
  symm
  -- the point `i` is recovered as the preimage of `k`
  refine sum_nbij' (fun p => p.1 * swap p.2 k)
    (fun τ => (τ * swap (τ⁻¹ k) k, τ⁻¹ k)) ?_ ?_ ?_ ?_ ?_
  · rintro ⟨σ, i⟩ h
    simp only [permsOn, mem_product, mem_filter, mem_univ, true_and, mem_insert, not_or] at h ⊢
    intro j hj
    have hji : j ≠ i := by
      rintro rfl
      exact h.2.elim hj.1 hj.2
    rw [Perm.mul_apply, swap_apply_of_ne_of_ne hji hj.1, h.1 j hj.2]
  · intro τ h
    simp only [permsOn, mem_product, mem_filter, mem_univ, true_and, mem_insert, not_or] at h ⊢
    have hτ : τ (τ⁻¹ k) = k := by simp
    constructor
    · intro j hj
      by_cases hjk : j = k
      · rw [hjk, Perm.mul_apply, swap_apply_right, hτ]
      · have hf := h j ⟨hjk, hj⟩
        have hne : j ≠ τ⁻¹ k := fun e => hjk (hf.symm.trans ((congrArg τ e).trans hτ))
        rw [Perm.mul_apply, swap_apply_of_ne_of_ne hne hjk, hf]
    · by_contra hc
      rw [not_or] at hc
      exact hc.1 ((h _ hc).symm.trans hτ)
  · rintro ⟨σ, i⟩ h
    have hk : σ k = k := (mem_filter.mp (mem_product.mp h).1).2 k hks
    have e : (σ * swap i k)⁻¹ k = i := by
      rw [Perm.inv_eq_iff_eq]
      simp [hk]
    simp only [e, mul_assoc, swap_mul_self, mul_one]
  · intro τ _
    simp only [mul_assoc, swap_mul_self, mul_one]
  · intro p _
    rfl
```

## (e) One more factor

Let t be an element of R and k a point outside s. Show that

(Σ_{σ ∈ P(s)} t^c(s, σ) σ) · (t + Σ_{i ∈ s} (i k)) = Σ_{τ ∈ P(s ∪ {k})} t^c(s ∪ {k}, τ) τ.

Expand the left side. Each σ contributes

t^(c(s, σ) + 1) σ + Σ_{i ∈ s} t^c(s, σ) σ (i k).

By (b) and (c), these exponents are the cycle counts of σ and σ (i k) on the enlarged set. By (d), the terms run once over P(s ∪ {k}). The Lean proof uses the same three lemmas. The scalar t inside the algebra is written `t • 1`.

```lean
variable {R : Type*} [CommRing R]

/-- Adding one point `k`: the cycle sum on `s` times `t + ∑ (i k)`, with `i` running over
`s`, is the cycle sum on `s` together with `k`. -/
theorem cycleSum_mul (t : R) {s : Finset α} {k : α} (hks : k ∉ s) :
    (∑ σ ∈ permsOn s, t ^ cyclesOn s σ • MonoidAlgebra.of R (Perm α) σ)
        * (t • 1 + ∑ i ∈ s, MonoidAlgebra.of R (Perm α) (swap i k))
      = ∑ τ ∈ permsOn (insert k s),
          t ^ cyclesOn (insert k s) τ • MonoidAlgebra.of R (Perm α) τ := by
  rw [sum_permsOn_insert hks, sum_mul]
  refine sum_congr rfl fun σ hσ => ?_
  have hk : σ k = k := (mem_filter.mp hσ).2 k hks
  rw [mul_add, mul_sum, cyclesOn_insert hks hk]
  congr 1
  · rw [mul_smul_comm, mul_one, smul_smul, pow_succ']
  · refine sum_congr rfl fun i hi => ?_
    rw [cyclesOn_mul_swap hks hi hk, map_mul, smul_mul_assoc]
```

## (f) The full ordered product

Show that for every n, including n = 0, and every t in R,

(t + X_0)(t + X_1) ⋯ (t + X_{n−1}) = Σ_σ t^c(σ) σ,

where σ runs over all permutations of the n points.

The claim for the first m factors is that their product is the cycle sum Σ_{σ ∈ P(s)} t^c(s, σ) σ on s = {0, …, m−1}. For m = 0 both sides are the identity, with weight t⁰ = 1. The next factor is t + X_m, and X_m is the sum of (i m) over exactly the points i already present, so (e) gives the step to m + 1. At m = n all permutations appear.

In Lean the product is that of a list, with factor 0 on the left, so the argument doesn't need the X_k to commute. The induction is `key`, with `take m` selecting the first m factors. R may be the integers, the complex numbers or the polynomial ring ℤ[t]; in the last case the identity holds with t as an indeterminate.

```lean
/-- **Jucys cycle formula.** Over any commutative ring, `ℤ[t]` included, the ordered product
of the factors `t + X_k` is the sum of all permutations `σ`, each weighted by `t` to the
number of its cycles, fixed points included. -/
theorem jucys_cycle_formula (n : ℕ) (t : R) :
    (List.ofFn fun k : Fin n => t • 1 + jucysMurphy R k).prod
      = ∑ σ : Perm (Fin n), t ^ cyclesOn univ σ • MonoidAlgebra.of R (Perm (Fin n)) σ := by
  -- the first `m` factors give the cycle sum on the first `m` points
  have key : ∀ m ≤ n, ((List.ofFn fun k : Fin n => t • 1 + jucysMurphy R k).take m).prod
      = ∑ σ ∈ permsOn (univ.filter fun j : Fin n => j.val < m),
          t ^ cyclesOn (univ.filter fun j : Fin n => j.val < m) σ
            • MonoidAlgebra.of R (Perm (Fin n)) σ := by
    intro m
    induction m with
    | zero =>
      intro _
      have h0 : (univ.filter fun j : Fin n => j.val < 0) = ∅ := by simp
      have h1 : permsOn (∅ : Finset (Fin n)) = {1} := by
        ext σ
        simp [permsOn, Equiv.ext_iff]
      rw [h0, h1, sum_singleton, map_one]
      simp [cyclesOn]
    | succ m ih =>
      intro hm
      have hs : (univ.filter fun j : Fin n => j.val < m) = Iio (⟨m, hm⟩ : Fin n) := by
        ext j
        simp [Fin.lt_def]
      have hins : (univ.filter fun j : Fin n => j.val < m + 1)
          = insert (⟨m, hm⟩ : Fin n) (Iio (⟨m, hm⟩ : Fin n)) := by
        ext j
        simp only [mem_filter, mem_univ, true_and, mem_insert, mem_Iio, Fin.lt_def, Fin.ext_iff]
        omega
      rw [List.prod_take_succ _ m (by simpa using hm), ih (by omega), List.getElem_ofFn,
        hs, hins]
      exact cycleSum_mul t (by simp)
  have h := key n le_rfl
  have hu : (univ.filter fun j : Fin n => j.val < n) = univ := by
    ext j
    simp
  have hp : permsOn (univ : Finset (Fin n)) = univ := by
    ext σ
    simp [permsOn]
  rw [List.take_of_length_le (by simp), hu, hp] at h
  exact h
```

## (g) Forgetting which permutation is which

Show that

Σ_σ t^c(σ) = t (t + 1) ⋯ (t + n − 1).

Send every permutation to 1. This respects products, so it extends to an algebra map from the group algebra to R. X_k has k terms and becomes k, so the factor t + X_k becomes t + k. Applying the map to (f) gives the claim. In the code the map is `φ`, and `hX` evaluates it on each factor.

```lean
/-- The sum over all permutations of `n` points of `t` to the number of cycles, fixed points
included, is the rising product `t (t + 1) ⋯ (t + n - 1)`. -/
theorem sum_pow_cycles (n : ℕ) (t : R) :
    ∑ σ : Perm (Fin n), t ^ cyclesOn univ σ = ∏ k : Fin n, (t + ((k : ℕ) : R)) := by
  -- apply the trivial representation, which sends every permutation to 1
  obtain ⟨φ, hφ⟩ : ∃ φ : MonoidAlgebra R (Perm (Fin n)) →ₐ[R] R,
      ∀ g, φ (MonoidAlgebra.of R (Perm (Fin n)) g) = 1 :=
    ⟨MonoidAlgebra.lift _ _ _ (1 : Perm (Fin n) →* R), fun g => by simp⟩
  have hX : ∀ k : Fin n, φ (t • 1 + jucysMurphy R k) = t + ((k : ℕ) : R) := by
    intro k
    rw [map_add, map_smul, map_one, jucysMurphy, map_sum, sum_congr rfl fun i _ => hφ _]
    simp
  have h := congrArg φ (jucys_cycle_formula n t)
  rw [map_list_prod, List.map_ofFn, List.prod_ofFn, map_sum] at h
  simp only [Function.comp_apply, hX, map_smul, hφ, smul_eq_mul, mul_one] at h
  exact h.symm

end

end JucysCycleFormula
```

```lean
#print axioms JucysCycleFormula.jucys_cycle_formula
#print axioms JucysCycleFormula.sum_pow_cycles
```

```
'JucysCycleFormula.jucys_cycle_formula' depends on axioms: [propext, Classical.choice, Quot.sound]
'JucysCycleFormula.sum_pow_cycles' depends on axioms: [propext, Classical.choice, Quot.sound]
```

## Three electrons, and a count of determinants

The sign of σ is (−1)^(n − c(σ)). Setting t = −1 in (f) and multiplying by (−1)^n therefore gives

(1 − X_0)(1 − X_1) ⋯ (1 − X_{n−1}) = Σ_σ sgn(σ) σ.

The step from algebra to wavefunctions, which the theorems leave to the reader, is to let each permutation act by permuting the electrons' space and spin coordinates.

Take three orthonormal spin orbitals a, b, c and the product abc, with electrons 0, 1, 2 in that order. The factor 1 − X_2 acts first and gives

abc − cba − acb.

The factor 1 − X_1 subtracts the exchange of electrons 0 and 1:

abc − cba − acb − bac + bca + cab.

The factor 1 − X_0 changes nothing. Division by √6 gives the normalised Slater determinant.

Part (g) gives the size of a full configuration-interaction space for n electrons in a finite set of d spin orbitals, before any spin or spatial symmetry is imposed. On the n-electron product space, σ has trace d^c(σ), because a product state contributes only if its orbital labels agree along each cycle. The antisymmetriser (1/n!) Σ_σ sgn(σ) σ is the projector onto the antisymmetric states, so its trace is the dimension of their space. Part (g) with t = −d gives this trace:

(1/n!) Σ_σ sgn(σ) d^c(σ) = d (d − 1) ⋯ (d − n + 1) / n!.

For two electrons in four spin orbitals this is 4 · 3 / 2 = 6 determinants.
